# Charges on a finite chain of atoms sum to zero exactly when transfers between neighbours can produce them

Take a finite chain of `n + 1` atoms with real charges `q i`. The theorem says that the charges sum to zero if and only if there are real transfers `p`, zero at both ends of the chain, such that each atom's charge is what it receives from the left minus what it gives to the right, `p i - p (i + 1)`. This is pure bookkeeping of charge, with no Hamiltonian or quantum state involved. From neutrality, the attempt builds the transfers as minus the running sums of the charges; for the converse, it writes the charges as differences and lets the sum telescope.

The failing Lean file:

```lean
import Mathlib

open Finset

namespace NeutralIff

noncomputable section

/-- Transfers `p j` from atom `j` to atom `j + 1` in a chain of `n + 1` atoms, numbered from one,
with no charge passing through either end. -/
def Closed (n : ℕ) (p : ℕ → ℝ) : Prop := p 0 = 0 ∧ p (n + 1) = 0

/-- Charge of atom `i + 1`: what it receives from the left minus what it gives to the right. -/
def charge (p : ℕ → ℝ) (i : ℕ) : ℝ := p i - p (i + 1)

/-- Atomic charges sum to zero exactly when they arise from closed transfers along the chain. -/
theorem neutral_iff (n : ℕ) (q : ℕ → ℝ) :
    ∑ i ∈ range (n + 1), q i = 0 ↔
      ∃ p, Closed n p ∧ ∀ i ∈ range (n + 1), charge p i = q i := by
  constructor
  · intro hq
    refine ⟨fun j => -∑ i ∈ range j, q i, ⟨by simp, by simp [hq]⟩, fun i _ => ?_⟩
    simp only [charge]
    rw [sum_range_succ]
    ring
  · rintro ⟨p, hp, hq⟩
    rw [← sum_congr rfl hq]
    simp only [charge]
    rw [sum_range_sub', hp.1, hp.2, sub_zero]

end

end NeutralIff
```

Lean reports:

```
Main.lean:28:4: error: `simp` made no progress
```

Fix (accepted with no message):

```diff
@@ -25,7 +25,7 @@
     ring
   · rintro ⟨p, hp, hq⟩
-    rw [← sum_congr rfl hq]
-    simp only [charge]
-    rw [sum_range_sub', hp.1, hp.2, sub_zero]
+    have e : ∑ i ∈ range (n + 1), q i = ∑ i ∈ range (n + 1), (p i - p (i + 1)) :=
+      sum_congr rfl fun i hi => (hq i hi).symm
+    rw [e, sum_range_sub', hp.1, hp.2, sub_zero]
 
 end
```

Diagnosis. The message concerns the converse, where `simp only [charge]` finds nothing to unfold. The rewrite before it succeeds, but Lean reads the summand off `hq` as the function `charge p`, so the new sum holds `charge p` with no atom index applied to it. The definition of `charge` takes two arguments, and `simp` unfolds it only when both are present. In the first half of the proof the index is there, and the same call works.

The repair states the needed equality as `e`, with the summand written out as `p i - p (i + 1)`. Its proof uses `hq` atom by atom, reversed by `.symm`, and Lean accepts `charge p i` for the difference because they are equal by definition. No `simp` call is then needed: rewriting with `e` gives the form that `sum_range_sub'` expects, and the sum telescopes to `p 0 - p (n + 1)`, which is zero because both end transfers vanish.
